# Wide enough Gaussians have negative energy in any integrable one-dimensional potential with negative integral

**Q:** I tried a Gaussian in a shallow square well on the line, with half-width 1 and depth 0.1 in units where $\hbar = m = 1$. I chose $\psi = e^{-\alpha x^2}$ with $\alpha = 1$, so that it roughly fits the well. The normalised kinetic energy is 0.5 and the potential can return at most 0.1, so the energy is positive. I was ready to report that the well doesn't bind, yet the textbook solution has a bound state at every depth.

**A:** Your Gaussian is too narrow. At $\alpha = 0.001$ the normalised energy is about $-0.0045$. The general statement is this: if $V$ is real and integrable with $\int V\,dx < 0$, every sufficiently wide Gaussian $e^{-\alpha x^2}$, centred at the origin, has negative energy. For one particle in one dimension, a Gaussian basis without diffuse functions can therefore make a shallow well look unbound.

**Q:** Derive it for me before you show me any code.

**A:** Start with the kinetic part, for $\alpha > 0$. Since $\psi' = -2\alpha x\,\psi$,
$$\frac{\psi'^2}{2} = 2\alpha^2 x^2 e^{-2\alpha x^2}.$$
The second moment comes from a total derivative:
$$\frac{d}{dx}\left(x e^{-2\alpha x^2}\right) = e^{-2\alpha x^2} - 4\alpha x^2 e^{-2\alpha x^2}.$$
The function in brackets vanishes at both ends, so the right side integrates to zero. With $\int e^{-2\alpha x^2}dx = \sqrt{\pi/(2\alpha)}$ this gives
$$\int x^2 e^{-2\alpha x^2}dx = \frac{1}{4\alpha}\sqrt{\frac{\pi}{2\alpha}}, \qquad \int \frac{\psi'^2}{2}\,dx = \frac{\alpha}{2}\sqrt{\frac{\pi}{2\alpha}} = \frac12\sqrt{\frac{\pi\alpha}{2}}.$$

The potential part is $\int V e^{-2\alpha x^2}dx$. Its integrand never exceeds $|V|$ in magnitude, and at each fixed $x$ it tends to $V(x)$ as $\alpha \to 0^+$. Dominated convergence then gives the limit $\int V\,dx$. Writing $E(\alpha)$ for the sum of the two parts,
$$E(\alpha) = \frac12\sqrt{\frac{\pi\alpha}{2}} + \int V e^{-2\alpha x^2}dx \;\longrightarrow\; \int V\,dx < 0.$$
A quantity with a negative limit is negative for all sufficiently small $\alpha > 0$.

**Q:** That limit bothers me. As $\alpha \to 0$ the function becomes the constant 1, which isn't a state.

**A:** The limit is only used to find the sign at small positive $\alpha$, where $\psi$ is square integrable. $E(\alpha)$ is also unnormalised. Dividing by $\int\psi^2dx = \sqrt{\pi/(2\alpha)}$ gives the physical expectation value,
$$\frac{\alpha}{2} + \sqrt{\frac{2\alpha}{\pi}}\int V e^{-2\alpha x^2}dx.$$
This tends to zero, not to $\int V\,dx$, but it has the same sign as $E(\alpha)$. The kinetic cost falls like $\alpha$ and the potential gain only like $\sqrt{\alpha}$, so the gain wins for wide Gaussians.

**Q:** Now the formal version. What are the objects?

**A:** There are three definitions.

```lean
import Mathlib

open MeasureTheory Filter Topology

namespace GaussianTrialState

noncomputable section

/-- The unnormalised Gaussian trial function `exp (-α x²)`. -/
def trial (α x : ℝ) : ℝ := Real.exp (-α * x ^ 2)

/-- The energy functional `∫ (ψ'² / 2 + V ψ²)` of a real trial function `ψ` in the
potential `V`, in units where `ħ = m = 1` and without normalisation. -/
def energy (V ψ : ℝ → ℝ) : ℝ := ∫ x, ((deriv ψ x) ^ 2 / 2 + V x * ψ x ^ 2)

/-- The finite square well of depth `v` on the interval from `-a` to `a`. -/
def squareWell (v a : ℝ) : ℝ → ℝ := (Set.Icc (-a) a).indicator fun _ => -v
```

`trial α` is the Gaussian. Its $\alpha$ multiplies $x^2$ with no factor of one half, so the position density $\psi^2$ has standard deviation $1/(2\sqrt\alpha)$. `energy V ψ` accepts any two real functions and uses the actual derivative `deriv ψ`, so the kinetic energy is computed from the trial function and not put in as a formula. `squareWell v a` equals $-v$ for $-a \le x \le a$ and zero elsewhere.

**Q:** And the main statement, in words?

**A:** It is `negative_energy`, which has two hypotheses. `Integrable V` says that $V$ is measurable and $\int|V|\,dx$ is finite. This is the physical requirement of a potential localised enough to have a finite total strength. It excludes a harmonic trap and a $1/|x|$ tail, and a delta potential doesn't fit because $V$ must be a function. The second hypothesis, `∫ x, V x < 0`, says that the potential is attractive on balance; it may still have repulsive barriers.

The conclusion is that there is a threshold `α₀ > 0` such that every `α` with `0 < α` and `α < α₀` satisfies `energy V (trial α) < 0`. The threshold depends on $V$, and this theorem gives no value for it.

**Q:** Lean gives every integral a value, even a divergent one. Could the negative number be an artefact?

**A:** No. Lean assigns zero to the integral of a non-integrable function, which is not negative, and the integrability of both energy densities is proved anyway.

**Q:** Then my main objection: I care about bound states, and your theorem speaks of one integral.

**A:** That is the step left to the physics. To pass from a negative trial energy to a bound state you need the Hamiltonian $-\tfrac12\,d^2/dx^2 + V$ as a self-adjoint operator, the variational principle for it, and the fact that its continuum starts at zero. The code contains no Hamiltonian and no spectrum. It supplies the trial state that such an argument takes as input.

**Q:** Fair. Take me through the proof.

**A:** First come the square and the slope of the Gaussian.

```lean
/-- The square of the Gaussian trial function is a Gaussian with doubled exponent. -/
theorem trial_sq (α x : ℝ) : trial α x ^ 2 = Real.exp (-(2 * α) * x ^ 2) := by
  unfold trial
  rw [pow_two (Real.exp _), ← Real.exp_add]
  congr 1
  ring

/-- The slope of the Gaussian trial function is `-2 α x` times the function itself. -/
theorem hasDerivAt_trial (α x : ℝ) :
    HasDerivAt (trial α) (-2 * α * x * trial α x) x := by
  have h : HasDerivAt (fun y : ℝ => -α * y ^ 2) (-α * (2 * x)) x :=
    ((hasDerivAt_pow 2 x).const_mul (-α)).congr_deriv (by norm_num)
  exact h.exp.congr_deriv (by simp only [trial]; ring)
```

The second lemma is the chain rule, and it states that the derivative exists as well as what it is. The kinetic energy follows.

```lean
/-- For `α > 0` the kinetic energy density of the Gaussian is integrable, and the kinetic
energy is `√(π α / 2) / 2`. -/
theorem kinetic_energy {α : ℝ} (hα : 0 < α) :
    Integrable (fun x => (deriv (trial α) x) ^ 2 / 2) ∧
      ∫ x, (deriv (trial α) x) ^ 2 / 2 = √(Real.pi * α / 2) / 2 := by
  have hb : 0 < 2 * α := by positivity
  have hdens : (fun x => (deriv (trial α) x) ^ 2 / 2) =
      fun x => 2 * α ^ 2 * (x ^ 2 * Real.exp (-(2 * α) * x ^ 2)) := by
    funext x
    rw [(hasDerivAt_trial α x).deriv, ← trial_sq α x]
    ring
  have i0 := integrable_exp_neg_mul_sq hb
  have i2 : Integrable fun x : ℝ => x ^ 2 * Real.exp (-(2 * α) * x ^ 2) := by
    have h := integrable_rpow_mul_exp_neg_mul_sq hb (s := 2) (by norm_num)
    simpa only [Real.rpow_two] using h
  -- the derivative of `x exp (-2 α x²)` integrates to zero, which gives the second moment
  have hd : ∀ x : ℝ, HasDerivAt (fun y : ℝ => y * Real.exp (-(2 * α) * y ^ 2))
      (Real.exp (-(2 * α) * x ^ 2)
        - 2 * (2 * α) * (x ^ 2 * Real.exp (-(2 * α) * x ^ 2))) x := by
    intro x
    exact ((hasDerivAt_id' x).fun_mul (hasDerivAt_trial (2 * α) x)).congr_deriv
      (by simp only [trial]; ring)
  have h0 := integral_eq_zero_of_hasDerivAt_of_integrable hd
    (i0.sub (i2.const_mul (2 * (2 * α)))) (integrable_mul_exp_neg_mul_sq hb)
  rw [integral_sub i0 (i2.const_mul _), integral_const_mul, integral_gaussian] at h0
  have hs : √(Real.pi * α / 2) = α * √(Real.pi / (2 * α)) := by
    rw [show Real.pi * α / 2 = α ^ 2 * (Real.pi / (2 * α)) by field_simp,
      Real.sqrt_mul (sq_nonneg α), Real.sqrt_sq hα.le]
  rw [hdens]
  refine ⟨i2.const_mul _, ?_⟩
  rw [integral_const_mul, hs]
  linear_combination (-(α / 2)) * h0
```

Here `hdens` rewrites the density as $2\alpha^2x^2e^{-2\alpha x^2}$, while `i0` and `i2` record that the Gaussian and its second-moment integrand are integrable. `hd` is the total derivative from the derivation, and `h0` says that it integrates to zero. After the Gaussian integral is inserted, `h0` reads $\sqrt{\pi/(2\alpha)} - 4\alpha\int x^2e^{-2\alpha x^2}dx = 0$. The last line multiplies this by $-\alpha/2$ to reach the kinetic energy, where `hs` has already rewritten $\sqrt{\pi\alpha/2}$ as $\alpha\sqrt{\pi/(2\alpha)}$.

**Q:** And the potential part?

**A:** It needs the bound by $|V|$, and from that its integrability.

```lean
/-- For `α ≥ 0` the potential energy density in the Gaussian is bounded in magnitude
by the potential. -/
theorem norm_potential_le (V : ℝ → ℝ) {α : ℝ} (hα : 0 ≤ α) (x : ℝ) :
    ‖V x * trial α x ^ 2‖ ≤ ‖V x‖ := by
  rw [norm_mul]
  refine mul_le_of_le_one_right (norm_nonneg _) ?_
  rw [trial_sq, Real.norm_of_nonneg (Real.exp_pos _).le, Real.exp_le_one_iff]
  nlinarith [mul_nonneg hα (sq_nonneg x)]

/-- For an integrable potential and `α ≥ 0` the potential energy density in the Gaussian
is integrable. -/
theorem integrable_potential {V : ℝ → ℝ} (hV : Integrable V) {α : ℝ} (hα : 0 ≤ α) :
    Integrable fun x => V x * trial α x ^ 2 := by
  have hc : Continuous fun x => trial α x ^ 2 := by
    unfold trial
    fun_prop
  exact hV.mono (hV.aestronglyMeasurable.mul hc.aestronglyMeasurable)
    (Eventually.of_forall (norm_potential_le V hα))
```

Both hold for $\alpha \ge 0$, because then $e^{-2\alpha x^2} \le 1$. With both densities integrable, the energy integral may be split into its two parts.

```lean
/-- For an integrable potential and `α > 0` the energy of the Gaussian is `√(π α / 2) / 2`
plus the potential energy. -/
theorem energy_trial {V : ℝ → ℝ} (hV : Integrable V) {α : ℝ} (hα : 0 < α) :
    energy V (trial α) = √(Real.pi * α / 2) / 2 + ∫ x, V x * trial α x ^ 2 := by
  unfold energy
  rw [integral_add (kinetic_energy hα).1 (integrable_potential hV hα.le),
    (kinetic_energy hα).2]
```

**Q:** So the limit is next.

**A:** Yes. The notation `𝓝[>] 0` means that $\alpha$ approaches zero from above.

```lean
/-- For an integrable potential the energy of the unnormalised Gaussian tends to the
integral of the potential as `α` decreases to zero. -/
theorem energy_tendsto {V : ℝ → ℝ} (hV : Integrable V) :
    Tendsto (fun α => energy V (trial α)) (𝓝[>] 0) (𝓝 (∫ x, V x)) := by
  have hk : Tendsto (fun α : ℝ => √(Real.pi * α / 2) / 2) (𝓝[>] 0) (𝓝 0) := by
    have hc : Continuous fun α : ℝ => √(Real.pi * α / 2) / 2 := by fun_prop
    exact (hc.tendsto' 0 0 (by simp)).mono_left nhdsWithin_le_nhds
  -- dominated convergence, with the potential itself as the bound
  have hp : Tendsto (fun α => ∫ x, V x * trial α x ^ 2) (𝓝[>] 0) (𝓝 (∫ x, V x)) := by
    refine tendsto_integral_filter_of_dominated_convergence (fun x => ‖V x‖) ?_ ?_
      hV.norm ?_
    · filter_upwards [self_mem_nhdsWithin] with α hα
      exact (integrable_potential hV (le_of_lt hα)).aestronglyMeasurable
    · filter_upwards [self_mem_nhdsWithin] with α hα
      exact Eventually.of_forall (norm_potential_le V (le_of_lt hα))
    · refine Eventually.of_forall fun x => ?_
      have hc : Continuous fun α => V x * trial α x ^ 2 := by
        unfold trial
        fun_prop
      exact (hc.tendsto' 0 (V x) (by simp [trial])).mono_left nhdsWithin_le_nhds
  have h := hk.add hp
  rw [zero_add] at h
  refine h.congr' ?_
  filter_upwards [self_mem_nhdsWithin] with α hα
  exact (energy_trial hV hα).symm
```

`hk` shows that the kinetic term vanishes, by continuity of the square root. `hp` is dominated convergence with `‖V x‖` as the bound. Its three bullets check that the integrands are measurable, that they obey the bound, and that they converge at each $x$. The sum of the two limits is then transferred to `energy`, using the split formula at positive $\alpha$.

```lean
/-- If the potential is integrable with negative integral, then all Gaussians with
positive `α` below some positive threshold have strictly negative energy. -/
theorem negative_energy {V : ℝ → ℝ} (hV : Integrable V) (hneg : ∫ x, V x < 0) :
    ∃ α₀ > 0, ∀ α, 0 < α → α < α₀ → energy V (trial α) < 0 := by
  have h := (energy_tendsto hV).eventually_lt_const hneg
  obtain ⟨α₀, h₀, hs⟩ := mem_nhdsGT_iff_exists_Ioo_subset.1 h
  exact ⟨α₀, h₀, fun α h1 h2 => hs ⟨h1, h2⟩⟩
```

The first line of this proof says that the energy is negative for all $\alpha$ close enough to zero from above. The second turns "close enough" into an interval from $0$ to `α₀`.

**Q:** An unspecified threshold doesn't help me choose a Gaussian. How wide is wide enough?

**A:** If $\int x^2|V|\,dx$ is finite too, there is an explicit bound:
$$E(\alpha) \le \frac12\sqrt{\frac{\pi\alpha}{2}} + \int V\,dx + 2\alpha\int x^2|V|\,dx.$$
Any $\alpha > 0$ that makes the right side negative gives a negative trial energy. The extra hypothesis asks the potential to fall off fast enough for its strength to have a finite second moment. To derive the bound, use $1 - 2\alpha x^2 \le e^{-2\alpha x^2} \le 1$. Then
$$V e^{-2\alpha x^2} - V \le |V|\left(1 - e^{-2\alpha x^2}\right) \le 2\alpha x^2|V|,$$
and integrating and adding the kinetic energy gives the result.

```lean
/-- If `V` and `x² |V|` are integrable and `α > 0`, the energy of the Gaussian is at most
`√(π α / 2) / 2 + ∫ V + 2 α ∫ x² |V|`. -/
theorem energy_le {V : ℝ → ℝ} (hV : Integrable V)
    (hm : Integrable fun x => x ^ 2 * |V x|) {α : ℝ} (hα : 0 < α) :
    energy V (trial α) ≤
      √(Real.pi * α / 2) / 2 + ((∫ x, V x) + 2 * α * ∫ x, x ^ 2 * |V x|) := by
  have e : ∫ x, (V x + 2 * α * (x ^ 2 * |V x|)) =
      (∫ x, V x) + 2 * α * ∫ x, x ^ 2 * |V x| := by
    rw [integral_add hV (hm.const_mul _), integral_const_mul]
  rw [energy_trial hV hα, ← e]
  refine add_le_add le_rfl (integral_mono (integrable_potential hV hα.le)
    (hV.add (hm.const_mul _)) fun x => ?_)
  change V x * trial α x ^ 2 ≤ V x + 2 * α * (x ^ 2 * |V x|)
  rw [trial_sq]
  -- the Gaussian lies between its tangent parabola and one
  have h1 := Real.add_one_le_exp (-(2 * α) * x ^ 2)
  have h2 : Real.exp (-(2 * α) * x ^ 2) ≤ 1 :=
    Real.exp_le_one_iff.2 (by nlinarith [mul_nonneg hα.le (sq_nonneg x)])
  have h3 : 0 ≤ |V x| + V x := by linarith [neg_abs_le (V x)]
  nlinarith [mul_nonneg (sub_nonneg.2 h2) h3,
    mul_le_mul_of_nonneg_left h1 (abs_nonneg (V x))]
```

In the code, `e` evaluates the integral of the upper bound, and `integral_mono` reduces the claim to the inequality at each $x$. `h1` is the lower estimate of the exponential, `h2` the upper one, and `h3` says that $|V| + V \ge 0$. The final `nlinarith` combines them as in the display above. The sign of $\int V\,dx$ plays no role in this theorem, only in whether the bound comes out negative. For a normalised state, divide both sides by $\sqrt{\pi/(2\alpha)}$.

**Q:** And my shallow well?

**A:** It is a special case. For depth $v > 0$ and half-width $a > 0$ the potential is integrable and $\int V\,dx = -2av$, which is negative however small $v$ and $a$ are. The main theorem supplies a threshold, and the proof picks half of it as the exponent.

```lean
/-- A finite square well of any positive depth and half-width admits a Gaussian trial
function of strictly negative energy. -/
theorem squareWell_negative_energy {v a : ℝ} (hv : 0 < v) (ha : 0 < a) :
    ∃ α > 0, energy (squareWell v a) (trial α) < 0 := by
  have hc : Continuous fun _ : ℝ => -v := continuous_const
  have hV : Integrable (squareWell v a) :=
    (integrable_indicator_iff measurableSet_Icc).2 hc.integrableOn_Icc
  have hneg : ∫ x, squareWell v a x < 0 := by
    unfold squareWell
    rw [integral_indicator measurableSet_Icc, setIntegral_const,
      Real.volume_real_Icc_of_le (by linarith), smul_eq_mul]
    nlinarith [mul_pos ha hv]
  obtain ⟨α₀, h₀, h⟩ := negative_energy hV hneg
  exact ⟨α₀ / 2, half_pos h₀, h _ (half_pos h₀) (half_lt_self h₀)⟩

end

end GaussianTrialState
```

`hV` and `hneg` are the two hypotheses of `negative_energy`, checked for the well. Your calculation at $\alpha = 1$ was correct for that one Gaussian; it said nothing about the wider ones.

```lean
#print axioms GaussianTrialState.negative_energy
-- 'GaussianTrialState.negative_energy' depends on axioms: [propext, Classical.choice, Quot.sound]
#print axioms GaussianTrialState.energy_le
-- 'GaussianTrialState.energy_le' depends on axioms: [propext, Classical.choice, Quot.sound]
#print axioms GaussianTrialState.squareWell_negative_energy
-- 'GaussianTrialState.squareWell_negative_energy' depends on axioms: [propext, Classical.choice, Quot.sound]
```
